# A Nondegenerate Steady State as the Only Solution of a Trace-Constrained Linear System

Take two states, numbered 0 and 1, with rate 1 for the jump from 0 to 1 and rate 2 for the jump back. The populations $x=(x_0,x_1)$ obey $\dot x=Lx$ with

$$L=\begin{pmatrix}-1&2\\1&-2\end{pmatrix}.$$

The two equations in $Lx=0$ are the same up to sign, so they fix only the ratio $x_0:x_1$. Now add $x_0+x_1$ to the left side of the first equation and 1 to its right side:

$$3x_1=1,\qquad x_0-2x_1=0.$$

The solution is $(2/3,1/3)$, already normalised. Adding the two equations shows why: the columns of $L$ sum to zero, so $L$ drops out and $x_0+x_1=1$ remains.

## The rank-one term fixes the normalisation

Let $L$ be a complex square matrix and let $w,r,u$ be vectors with

$$w^{\mathsf T}L=0,\qquad Lr=0,\qquad w^{\mathsf T}r=1.$$

Here $w^{\mathsf T}x$ is the trace of the state $x$ (the total population in the example), $r$ is the normalised steady state, and $u$ is a source vector of our choice. Put $M=L+uw^{\mathsf T}$. **If $r$ spans the kernel of $L$ and $w^{\mathsf T}u\neq0$, then $M$ is invertible and $r$ is the only solution of $Mx=u$.**

For every $x$,

$$Mx=Lx+(w^{\mathsf T}x)\,u,\qquad w^{\mathsf T}Mx=(w^{\mathsf T}x)(w^{\mathsf T}u),$$

the second because $w^{\mathsf T}L=0$. If $Mx=0$, the second identity gives $w^{\mathsf T}x=0$, and the first then gives $Lx=0$. Hence $x=cr$, and $0=w^{\mathsf T}x=c$. So $M$ is injective and, being square, invertible. Since $Mr=0+1\cdot u=u$, the solution is $r$.

Both conditions are also necessary. Suppose $M$ is invertible and choose $y$ with $My=r$. Then $1=w^{\mathsf T}r=(w^{\mathsf T}y)(w^{\mathsf T}u)$, so $w^{\mathsf T}u\neq0$. If $Lx=0$, then $x$ and $(w^{\mathsf T}x)r$ both have image $(w^{\mathsf T}x)u$ under $M$, so they are equal.

The two-state model shows what a traceless source does. With $u=(1,-1)$ the system becomes $3x_1=1$, $-3x_1=-1$. The steady state still solves it, but $x_0$ is free.

## Replacing a row, and the Lindblad case

In a program one often overwrites row $k$ of $L$ with $w^{\mathsf T}$ and solves for the right-hand side $e_k$, the $k$th unit vector. The equations then read $w^{\mathsf T}x=1$ and $(Lx)_i=0$ for $i\neq k$. The lost equation follows from

$$0=w^{\mathsf T}Lx=w_k(Lx)_k,$$

provided $w_k\neq0$. Thus $Lx=0$. If $r$ spans the kernel of $L$, then $x=cr$, and the trace gives $c=1$. Conversely, $r$ satisfies all the equations. If instead $w_k=0$, then $w^{\mathsf T}L=0$ is a nontrivial linear relation among the rows that are kept, so the modified matrix is singular and $r$ is not the only solution. For a vectorised density matrix, $w$ is 1 at the diagonal entries and 0 elsewhere, so the overwritten row must belong to a population and not to a coherence.

For density matrices the generator is

$$\mathcal L(X)=-i[H,X]+\sum_k\left(J_kXJ_k^\dagger-\tfrac12\{J_k^\dagger J_k,X\}\right).$$

The commutator has trace zero. By cyclicity, $J_kXJ_k^\dagger$, $J_k^\dagger J_kX$ and $XJ_k^\dagger J_k$ have equal traces, so each term of the sum contributes $1-\tfrac12-\tfrac12=0$ times that trace. Taking the trace of $\mathcal L(X)+\operatorname{tr}(X)\,U=U$ with $\operatorname{tr}U\neq0$ therefore gives $\operatorname{tr}X=1$, and then $\mathcal L(X)=0$. If a unit-trace $\rho$ spans the kernel, $X=\rho$; and $\rho$ does solve the equation.

This turns the steady state of a finite-dimensional Markovian open quantum system into an ordinary linear solve, when that steady state is nondegenerate.

## The constrained matrix in Lean

The finite type `n` labels the components of a vectorised state.

```lean
import Mathlib

open Matrix

namespace TraceConstrainedSteadyState

noncomputable section

variable {n : Type*} [Fintype n]
```

`vecMulVec u w` is the matrix with entries $u_iw_j$. There is no complex conjugation, here or in the product `⬝ᵥ`.

```lean
/-- The generator `L` with the trace constraint added as the rank-one term `u wᵀ`. -/
def constrained (L : Matrix n n ℂ) (u w : n → ℂ) : Matrix n n ℂ :=
  L + Matrix.vecMulVec u w
```

The next two lemmas are the two identities for $Mx$ and $w^{\mathsf T}Mx$. The hypothesis `w ᵥ* L = 0` is trace preservation.

```lean
/-- The constrained generator acts as `L` plus the source `u` weighted by the trace `wᵀx`. -/
theorem constrained_mulVec (L : Matrix n n ℂ) (u w x : n → ℂ) :
    constrained L u w *ᵥ x = L *ᵥ x + (w ⬝ᵥ x) • u := by
  rw [constrained, Matrix.add_mulVec]
  congr 1
  funext i
  simp only [Matrix.mulVec, dotProduct, Matrix.vecMulVec_apply, Pi.smul_apply,
    smul_eq_mul, Finset.sum_mul]
  exact Finset.sum_congr rfl (fun j _ => by ring)

/-- If `L` preserves the trace, `wᵀL = 0`, then the trace of the constrained generator
applied to `x` is the product of the traces of `x` and `u`. -/
theorem trace_constrained {L : Matrix n n ℂ} {w : n → ℂ} (hw : w ᵥ* L = 0)
    (u x : n → ℂ) :
    w ⬝ᵥ (constrained L u w *ᵥ x) = (w ⬝ᵥ x) * (w ⬝ᵥ u) := by
  rw [constrained_mulVec, dotProduct_add, Matrix.dotProduct_mulVec, hw,
    zero_dotProduct, dotProduct_smul, smul_eq_mul, zero_add]
```

## Invertibility and the unique solution

`IsUnit` says that the matrix is invertible. The equivalence assumes a normalised steady state and characterises invertibility by the source condition and the one-dimensional kernel. In the forward direction, `B *ᵥ r` is the preimage called $y$ above. The backward direction applies the null-vector argument to a difference `x - y`.

```lean
variable [DecidableEq n]

/-- For a trace-preserving `L` with a steady state `r` of unit trace, the constrained
generator is invertible exactly when `u` has nonzero trace and `r` spans the kernel of `L`. -/
theorem isUnit_constrained_iff {L : Matrix n n ℂ} {w r : n → ℂ} (hw : w ᵥ* L = 0)
    (hr : L *ᵥ r = 0) (hwr : w ⬝ᵥ r = 1) (u : n → ℂ) :
    IsUnit (constrained L u w) ↔
      w ⬝ᵥ u ≠ 0 ∧ ∀ x, L *ᵥ x = 0 → ∃ c : ℂ, x = c • r := by
  constructor
  · intro h
    refine ⟨fun hu => ?_, fun x hx => ⟨w ⬝ᵥ x, ?_⟩⟩
    · -- a preimage of `r` would give `r` zero trace
      obtain ⟨B, hB⟩ := h.exists_right_inv
      have ht := trace_constrained hw u (B *ᵥ r)
      rw [Matrix.mulVec_mulVec, hB, Matrix.one_mulVec, hwr, hu, mul_zero] at ht
      exact one_ne_zero ht
    · -- `x` and `(wᵀx) r` have the same image
      apply Matrix.mulVec_injective_iff_isUnit.mpr h
      change constrained L u w *ᵥ x = constrained L u w *ᵥ ((w ⬝ᵥ x) • r)
      rw [constrained_mulVec, constrained_mulVec, hx, Matrix.mulVec_smul, hr,
        dotProduct_smul, hwr]
      simp
  · rintro ⟨hu, hker⟩
    apply Matrix.mulVec_injective_iff_isUnit.mp
    intro x y hxy
    have h0 : constrained L u w *ᵥ (x - y) = 0 := by
      rw [Matrix.mulVec_sub]
      exact sub_eq_zero.mpr hxy
    -- the difference is traceless, hence stationary, hence zero
    have ht := trace_constrained hw u (x - y)
    rw [h0, dotProduct_zero] at ht
    have h1 : w ⬝ᵥ (x - y) = 0 := (mul_eq_zero.mp ht.symm).resolve_right hu
    rw [constrained_mulVec, h1, zero_smul, add_zero] at h0
    obtain ⟨c, hc⟩ := hker _ h0
    rw [hc, dotProduct_smul, hwr, smul_eq_mul, mul_one] at h1
    rw [h1, zero_smul] at hc
    exact sub_eq_zero.mp hc
```

The main theorem takes the spanning condition as the hypothesis `hker`. Physically, it excludes a second, independent stationary state, such as one in a decoupled sector; it has to be established for each model. The proof checks that $r$ solves the system and then uses injectivity.

```lean
/-- Let `L` preserve the trace and have its kernel spanned by `r` of unit trace. For every `u`
of nonzero trace, `L + u wᵀ` is invertible and `r` is the only solution of
`(L + u wᵀ) x = u`. -/
theorem steady_state_unique_solution {L : Matrix n n ℂ} {w r u : n → ℂ}
    (hw : w ᵥ* L = 0) (hr : L *ᵥ r = 0) (hwr : w ⬝ᵥ r = 1)
    (hker : ∀ x, L *ᵥ x = 0 → ∃ c : ℂ, x = c • r) (hu : w ⬝ᵥ u ≠ 0) :
    IsUnit (constrained L u w) ∧ ∀ x, constrained L u w *ᵥ x = u ↔ x = r := by
  have hunit := (isUnit_constrained_iff hw hr hwr u).mpr ⟨hu, hker⟩
  have hsol : constrained L u w *ᵥ r = u := by
    rw [constrained_mulVec, hr, hwr, one_smul, zero_add]
  refine ⟨hunit, fun x => ⟨fun hx => ?_, fun hx => by rw [hx, hsol]⟩⟩
  exact Matrix.mulVec_injective_iff_isUnit.mpr hunit (hx.trans hsol.symm)
```

## Row replacement and a rate matrix

In the proof below, `row` describes the modified matrix, `h1` is the trace equation, and `h3` to `h5` recover the overwritten one.

```lean
/-- Row replacement: let `L` preserve the trace and have its kernel spanned by `r` of unit
trace. If `w k ≠ 0`, replacing row `k` of `L` by `w` and the right-hand side by the unit
vector `e_k` gives a linear system whose only solution is `r`. -/
theorem row_replacement {L : Matrix n n ℂ} {w r : n → ℂ} (hw : w ᵥ* L = 0)
    (hr : L *ᵥ r = 0) (hwr : w ⬝ᵥ r = 1)
    (hker : ∀ x, L *ᵥ x = 0 → ∃ c : ℂ, x = c • r) {k : n} (hk : w k ≠ 0) (x : n → ℂ) :
    L.updateRow k w *ᵥ x = Pi.single k 1 ↔ x = r := by
  have row : ∀ i, (L.updateRow k w *ᵥ x) i = if i = k then w ⬝ᵥ x else (L *ᵥ x) i := by
    intro i
    by_cases h : i = k <;> simp [Matrix.mulVec, dotProduct, Matrix.updateRow_apply, h]
  constructor
  · intro h
    have h1 : w ⬝ᵥ x = 1 := by
      have := congrFun h k
      rw [row] at this
      simpa using this
    have h2 : ∀ i, i ≠ k → (L *ᵥ x) i = 0 := by
      intro i hi
      have := congrFun h i
      rw [row] at this
      simpa [hi, Pi.single_apply] using this
    -- trace preservation restores the deleted equation
    have h3 : w ⬝ᵥ (L *ᵥ x) = 0 := by
      rw [Matrix.dotProduct_mulVec, hw, zero_dotProduct]
    have h4 : w ⬝ᵥ (L *ᵥ x) = w k * (L *ᵥ x) k :=
      Finset.sum_eq_single k (fun i _ hi => by rw [h2 i hi, mul_zero])
        (fun hk' => absurd (Finset.mem_univ k) hk')
    have h5 : L *ᵥ x = 0 := by
      funext i
      by_cases hi : i = k
      · rw [hi]
        exact (mul_eq_zero.mp (h4.symm.trans h3)).resolve_left hk
      · exact h2 i hi
    obtain ⟨c, hc⟩ := hker x h5
    rw [hc, dotProduct_smul, hwr, smul_eq_mul, mul_one] at h1
    rw [hc, h1, one_smul]
  · intro hx
    funext i
    rw [row, hx, hr, hwr]
    by_cases h : i = k <;> simp [h]
```

The opening example satisfies every hypothesis on $L$, $w$ and $r$. Its kernel condition follows from $-x_0+2x_1=0$, which gives $x=3x_1\,(2/3,1/3)$.

```lean
/-- The two-state rate matrix with rates 1 and 2, the summation functional `(1, 1)` and the
populations `(2/3, 1/3)` satisfy the hypotheses on `L`, `w` and `r`. -/
theorem rate_matrix_witness :
    ![1, 1] ᵥ* (!![-1, 2; 1, -2] : Matrix (Fin 2) (Fin 2) ℂ) = 0 ∧
    (!![-1, 2; 1, -2] : Matrix (Fin 2) (Fin 2) ℂ) *ᵥ ![2 / 3, 1 / 3] = 0 ∧
    (![1, 1] : Fin 2 → ℂ) ⬝ᵥ ![2 / 3, 1 / 3] = 1 ∧
    ∀ x, (!![-1, 2; 1, -2] : Matrix (Fin 2) (Fin 2) ℂ) *ᵥ x = 0 →
      ∃ c : ℂ, x = c • ![2 / 3, 1 / 3] := by
  refine ⟨?_, ?_, ?_, fun x hx => ⟨3 * x 1, ?_⟩⟩
  · funext i
    fin_cases i <;> norm_num [Matrix.vecMul, dotProduct, Fin.sum_univ_two]
  · funext i
    fin_cases i <;> norm_num [Matrix.mulVec, dotProduct, Fin.sum_univ_two]
  · norm_num [dotProduct, Fin.sum_univ_two]
  · have h : -1 * x 0 + 2 * x 1 = 0 := by
      simpa [Matrix.mulVec, dotProduct, Fin.sum_univ_two] using congrFun hx 0
    funext i
    fin_cases i
    · change x 0 = 3 * x 1 * (2 / 3)
      linear_combination -h
    · change x 1 = 3 * x 1 * (1 / 3)
      ring
```

## Lindblad generators on density matrices

The definition sets $\hbar=1$ and absorbs the rates into the jump operators. `H` is an arbitrary matrix, since Hermiticity plays no part in the trace argument.

```lean
variable {d ι : Type*} [Fintype d] [Fintype ι]

/-- The Lindblad generator with Hamiltonian `H` and jump operators `J k`, in units `ℏ = 1`. -/
def lindblad (H : Matrix d d ℂ) (J : ι → Matrix d d ℂ) (X : Matrix d d ℂ) : Matrix d d ℂ :=
  (-Complex.I) • (H * X - X * H) +
    ∑ k, (J k * X * (J k)ᴴ - (1 / 2 : ℂ) • ((J k)ᴴ * J k * X + X * ((J k)ᴴ * J k)))
```

The proof of tracelessness uses cyclicity term by term.

```lean
/-- The Lindblad generator maps every matrix to a traceless one. -/
theorem trace_lindblad (H : Matrix d d ℂ) (J : ι → Matrix d d ℂ) (X : Matrix d d ℂ) :
    (lindblad H J X).trace = 0 := by
  simp only [lindblad, Matrix.trace_add, Matrix.trace_smul, Matrix.trace_sub,
    Matrix.trace_sum]
  rw [Matrix.trace_mul_comm H X, sub_self, smul_zero, zero_add]
  apply Finset.sum_eq_zero
  intro k _
  rw [Matrix.trace_mul_cycle (J k) X (J k)ᴴ, Matrix.trace_mul_comm X ((J k)ᴴ * J k),
    smul_eq_mul]
  ring
```

The steady-state theorem works directly with matrices, without vectorising them. It concerns the solutions of the equation; positivity of `ρ` is neither assumed nor concluded.

```lean
/-- If the kernel of a Lindblad generator is spanned by `ρ` of unit trace, then for every
matrix `U` of nonzero trace, `ρ` is the only solution of `𝓛(X) + tr(X) U = U`. -/
theorem lindblad_steady_state {H : Matrix d d ℂ} {J : ι → Matrix d d ℂ}
    {ρ U : Matrix d d ℂ} (hρ : lindblad H J ρ = 0) (htr : ρ.trace = 1)
    (hker : ∀ X, lindblad H J X = 0 → ∃ c : ℂ, X = c • ρ) (hU : U.trace ≠ 0)
    (X : Matrix d d ℂ) :
    lindblad H J X + X.trace • U = U ↔ X = ρ := by
  constructor
  · intro h
    -- the trace of the equation fixes the normalisation
    have ht := congrArg Matrix.trace h
    rw [Matrix.trace_add, trace_lindblad, Matrix.trace_smul, smul_eq_mul, zero_add] at ht
    have h1 : X.trace = 1 := mul_right_cancel₀ hU (ht.trans (one_mul _).symm)
    rw [h1, one_smul] at h
    obtain ⟨c, hc⟩ := hker X (add_eq_right.mp h)
    rw [hc, Matrix.trace_smul, htr, smul_eq_mul, mul_one] at h1
    rw [hc, h1, one_smul]
  · intro hX
    rw [hX, hρ, htr, one_smul, zero_add]
```

For decay from level 1 to level 0 with amplitude $g\neq0$ and $H=0$, direct multiplication gives

$$\mathcal L(X)=|g|^2\begin{pmatrix}X_{11}&-X_{01}/2\\-X_{10}/2&-X_{11}\end{pmatrix}.$$

This vanishes exactly when only $X_{00}$ may be nonzero, so the projector on level 0 spans the kernel. In the proof, `h` is this formula, and its entries give `h11`, `h01` and `h10`.

```lean
/-- For a two-level system with `H = 0` and one jump operator taking the second level to the
first with amplitude `g ≠ 0`, the projector on the first level has unit trace and spans the
kernel of the Lindblad generator. -/
theorem two_level_decay_witness {g : ℂ} (hg : g ≠ 0) :
    lindblad 0 (fun _ : Unit => !![0, g; 0, 0]) !![1, 0; 0, 0] = 0 ∧
    (!![1, 0; 0, 0] : Matrix (Fin 2) (Fin 2) ℂ).trace = 1 ∧
    ∀ X, lindblad 0 (fun _ : Unit => !![0, g; 0, 0]) X = 0 →
      ∃ c : ℂ, X = c • !![1, 0; 0, 0] := by
  have h : ∀ X : Matrix (Fin 2) (Fin 2) ℂ,
      lindblad 0 (fun _ : Unit => !![0, g; 0, 0]) X =
        !![g * star g * X 1 1, -(g * star g * X 0 1) / 2;
          -(g * star g * X 1 0) / 2, -(g * star g * X 1 1)] := by
    intro X
    ext i j
    fin_cases i <;> fin_cases j <;>
      simp [lindblad, Matrix.mul_apply, Matrix.vecMul, dotProduct, Fin.sum_univ_two] <;> ring
  refine ⟨?_, by simp [Matrix.trace_fin_two], fun X hX => ⟨X 0 0, ?_⟩⟩
  · rw [h]
    ext i j
    fin_cases i <;> fin_cases j <;> simp
  · rw [h] at hX
    have h11 : X 1 1 = 0 := by simpa [hg] using congrFun (congrFun hX 0) 0
    have h01 : X 0 1 = 0 := by simpa [hg] using congrFun (congrFun hX 0) 1
    have h10 : X 1 0 = 0 := by simpa [hg] using congrFun (congrFun hX 1) 0
    ext i j
    fin_cases i <;> fin_cases j <;> simp [h11, h01, h10]

end

end TraceConstrainedSteadyState
```

```lean
#print axioms TraceConstrainedSteadyState.steady_state_unique_solution
-- 'TraceConstrainedSteadyState.steady_state_unique_solution' depends on axioms: [propext, Classical.choice, Quot.sound]
#print axioms TraceConstrainedSteadyState.row_replacement
-- 'TraceConstrainedSteadyState.row_replacement' depends on axioms: [propext, Classical.choice, Quot.sound]
#print axioms TraceConstrainedSteadyState.lindblad_steady_state
-- 'TraceConstrainedSteadyState.lindblad_steady_state' depends on axioms: [propext, Classical.choice, Quot.sound]
```
